# Retardation raises the dispersion energy of two single-pole atoms by at most an \(R^{-4}\) term

Take two atoms at distance \(R\), with polarisabilities \(A(u)=\alpha_A a^2/(a^2+u^2)\) and \(B(u)=\alpha_B b^2/(b^2+u^2)\) at imaginary frequency \(u\), where \(\alpha_A,\alpha_B\) are the static polarisabilities and \(a,b\) the excitation frequencies. Let \(\Delta(R)\) be their retarded Casimir-Polder energy minus their unretarded London energy, and \(c\) the speed of light. Both are the electric-dipole energies at zero temperature. With all parameters positive, \(\hbar=1\) and polarisabilities measured as volumes,

\[
0\le \Delta(R)\le \frac{\alpha_A\alpha_B a^2b^2}{2c^2(a+b)R^4},
\]

and \(R^4\Delta(R)\) tends to the coefficient of \(R^{-4}\) as \(R\to0^+\). Within this single-pole model, the result bounds the error made by using the London energy in place of the Casimir-Polder energy.

```lean
import Mathlib

open MeasureTheory Set Filter Topology Real

namespace CasimirPolderShortRange

noncomputable section
```

This loads Mathlib and opens a namespace for the definitions.

```lean
/-- Single-pole polarisability at imaginary frequency `u`, with static value `α` and pole `a`. -/
def pol (α a u : ℝ) : ℝ := α * a ^ 2 / (a ^ 2 + u ^ 2)
```

`pol α a u` is the polarisability above. The static value `α` and the pole frequency `a` are real numbers; their positivity is assumed in the theorems. Each atom is isotropic and has one effective excitation.

```lean
/-- The Casimir-Polder retardation kernel, with `x = u R / c`. -/
def kernel (x : ℝ) : ℝ := exp (-2 * x) * (x ^ 4 + 2 * x ^ 3 + 5 * x ^ 2 + 6 * x + 3)
```

The kernel is \(g(x)=e^{-2x}(x^4+2x^3+5x^2+6x+3)\), where \(x=uR/c\) compares the distance with the length \(c/u\). Its unretarded value is \(g(0)=3\).

```lean
/-- The retarded interaction energy of two single-pole atoms at distance `R`. -/
def casimirPolderEnergy (αA αB a b c R : ℝ) : ℝ :=
  -(1 / (π * R ^ 6)) * ∫ u in Ioi (0 : ℝ), pol αA a u * pol αB b u * kernel (u * R / c)
```

This is \(-\frac{1}{\pi R^6}\int_0^\infty A\,B\,g(uR/c)\,du\), in units with \(\hbar=1\) and polarisabilities as volumes. `Ioi 0` is the open half-line \(u>0\). The energy formula is taken as a definition, not derived from quantum electrodynamics.

```lean
/-- The unretarded London energy of the same two atoms, as a frequency integral. -/
def londonEnergy (αA αB a b R : ℝ) : ℝ :=
  -(1 / (π * R ^ 6)) * (3 * ∫ u in Ioi (0 : ℝ), pol αA a u * pol αB b u)
```

The London energy has the same form, with \(g\) replaced by 3.

```lean
/-- The contribution of imaginary frequency `u` to the retardation shift. -/
def shiftDensity (αA αB a b c R u : ℝ) : ℝ :=
  pol αA a u * pol αB b u * (3 - kernel (u * R / c)) / (π * R ^ 6)
```

The shift density is \(s_R(u)=A\,B\,(3-g(uR/c))/(\pi R^6)\).

```lean
/-- The retardation shift: the integral of its density over positive imaginary frequencies. -/
def retardationShift (αA αB a b c R : ℝ) : ℝ :=
  ∫ u in Ioi (0 : ℝ), shiftDensity αA αB a b c R u
```

Its integral over \(u>0\) is \(\Delta(R)\).

```lean
/-- The product of the polarisabilities weighted by `u² / (π c²)`. -/
def momentDensity (αA αB a b c u : ℝ) : ℝ :=
  pol αA a u * pol αB b u * u ^ 2 / (π * c ^ 2)
```

The moment density is \(M(u)=A\,B\,u^2/(\pi c^2)\), which will bound \(R^4s_R(u)\).

```lean
variable {αA αB a b c R : ℝ}

/-- The function `arctan (u / a)` has the Lorentzian `a / (a² + u²)` as its derivative. -/
theorem hasDerivAt_arctan_div (ha : 0 < a) (u : ℝ) :
    HasDerivAt (fun v : ℝ => arctan (v / a)) (a / (a ^ 2 + u ^ 2)) u := by
  have h : HasDerivAt (fun v : ℝ => v / a) (1 / a) u := (hasDerivAt_id' u).div_const a
  refine h.arctan.congr_deriv ?_
  have hu : u = u / a * a := by field_simp
  rw [div_mul_div_comm, div_eq_div_iff (by positivity) (by positivity)]
  linear_combination (u + u / a * a) * hu
```

The chain rule gives \(\frac{d}{du}\arctan(u/a)=a/(a^2+u^2)\). `HasDerivAt` states both that the derivative exists and what it equals.

```lean
/-- For `x ≥ 0` the kernel falls below its unretarded value 3 by an amount that is nonnegative,
at most `x²`, and at least `x² - (4/3) x³`. -/
theorem kernel_deficit_bounds {x : ℝ} (hx : 0 ≤ x) :
    0 ≤ 3 - kernel x ∧ x ^ 2 - 4 / 3 * x ^ 3 ≤ 3 - kernel x ∧ 3 - kernel x ≤ x ^ 2 := by
  have sq : ∀ y : ℝ, HasDerivAt (fun z : ℝ => z ^ 2) (2 * y) y := fun y => by
    simpa using hasDerivAt_pow 2 y
  have cu : ∀ y : ℝ, HasDerivAt (fun z : ℝ => z ^ 3) (3 * y ^ 2) y := fun y => by
    simpa using hasDerivAt_pow 3 y
  have qu : ∀ y : ℝ, HasDerivAt (fun z : ℝ => z ^ 4) (4 * y ^ 3) y := fun y => by
    simpa using hasDerivAt_pow 4 y
  -- the derivative of the deficit has a simple closed form
  have hk : ∀ y : ℝ, HasDerivAt (fun z => 3 - kernel z)
      (2 * y * (exp (-2 * y) * (y ^ 3 + 2 * y + 1))) y := fun y => by
    have h0 : HasDerivAt (fun z : ℝ => -2 * z) (-2) y :=
      ((hasDerivAt_id' y).const_mul (-2 : ℝ)).congr_deriv (by ring)
    have hp := ((((qu y).fun_add ((cu y).const_mul 2)).fun_add ((sq y).const_mul 5)).fun_add
      ((hasDerivAt_id' y).const_mul 6)).add_const 3
    exact ((h0.exp.fun_mul hp).const_sub 3).congr_deriv (by ring)
  have key : ∀ F F' : ℝ → ℝ, F 0 = 0 → (∀ y, HasDerivAt F (F' y) y) →
      (∀ y, 0 ≤ y → 0 ≤ F' y) → 0 ≤ F x := by
    intro F F' h0 hd hp
    have hm : MonotoneOn F (Ici 0) := monotoneOn_of_deriv_nonneg (convex_Ici 0)
      (fun y _ => (hd y).continuousAt.continuousWithinAt)
      (fun y _ => (hd y).differentiableAt.differentiableWithinAt)
      (fun y hy => by rw [(hd y).deriv]; exact hp y (interior_subset hy))
    have := hm (mem_Ici.2 le_rfl) (mem_Ici.2 hx) hx
    rwa [h0] at this
  have up : ∀ y : ℝ, 0 ≤ y → exp (-2 * y) * (y ^ 3 + 2 * y + 1) ≤ 1 := fun y hy => by
    have h := Real.sum_le_exp_of_nonneg (show 0 ≤ 2 * y by positivity) 4
    norm_num [Finset.sum_range_succ, Nat.factorial] at h
    have hq : y ^ 3 + 2 * y + 1 ≤ exp (2 * y) := by
      nlinarith [pow_nonneg hy 3, sq_nonneg y]
    have hz : -2 * y + 2 * y = 0 := by ring
    calc _ ≤ exp (-2 * y) * exp (2 * y) := mul_le_mul_of_nonneg_left hq (exp_pos _).le
      _ = 1 := by rw [← Real.exp_add, hz, Real.exp_zero]
  have lo : ∀ y : ℝ, 0 ≤ y → 1 - 2 * y ≤ exp (-2 * y) * (y ^ 3 + 2 * y + 1) := fun y hy => by
    have h := Real.add_one_le_exp (-2 * y)
    have h2 : 0 ≤ exp (-2 * y) * (y ^ 3 + 2 * y) := by positivity
    linarith [mul_add (exp (-2 * y)) (y ^ 3 + 2 * y) 1]
  refine ⟨key _ _ (by norm_num [kernel]) hk (fun y hy => by positivity), ?_, ?_⟩
  · have := key (fun y => (3 - kernel y) - (y ^ 2 - 4 / 3 * y ^ 3)) _ (by norm_num [kernel])
      (fun y => (hk y).fun_sub ((sq y).fun_sub ((cu y).const_mul (4 / 3))))
      (fun y hy => by nlinarith [mul_nonneg hy (sub_nonneg.2 (lo y hy))])
    linarith
  · have := key (fun y => y ^ 2 - (3 - kernel y)) _ (by norm_num [kernel])
      (fun y => (sq y).fun_sub (hk y))
      (fun y hy => by nlinarith [mul_nonneg hy (sub_nonneg.2 (up y hy))])
    linarith
```

By hand, the product rule gives

\[
\frac{d}{dx}(3-g)=2x\,q(x),\qquad q(x)=e^{-2x}(x^3+2x+1).
\]

For \(x\ge0\), \(q\ge0\). The exponential series gives \(e^{2x}\ge1+2x+2x^2+\tfrac43x^3\ge x^3+2x+1\), so \(q\le1\). Also \(q\ge e^{-2x}\ge1-2x\). Integrating from zero,

\[
0\le3-g(x),\qquad x^2-\tfrac43x^3\le3-g(x)\le x^2.
\]

In Lean, `up` and `lo` are the bounds on \(q\). The step `key` replaces integration by monotonicity: a function that vanishes at 0 and has nonnegative derivative on \(x\ge0\) is nonnegative there.

```lean
/-- The weighted product of the polarisabilities is integrable, and its integral is
`αA αB a² b² / (2 c² (a + b))`. -/
theorem momentDensity_integral (ha : 0 < a) (hb : 0 < b) (hc : 0 < c) :
    IntegrableOn (momentDensity αA αB a b c) (Ioi 0) ∧
    ∫ u in Ioi (0 : ℝ), momentDensity αA αB a b c u =
      αA * αB * a ^ 2 * b ^ 2 / (2 * c ^ 2 * (a + b)) := by
  have lim : ∀ d : ℝ, 0 < d → Tendsto (fun u : ℝ => arctan (u / d)) atTop (𝓝 (π / 2)) :=
    fun d hd => (Real.tendsto_arctan_atTop.mono_right nhdsWithin_le_nhds).comp
      (tendsto_id.atTop_div_const hd)
  -- an explicit antiderivative, with the degenerate case of equal poles apart
  obtain ⟨F, h0, hd, hl⟩ : ∃ F : ℝ → ℝ, F 0 = 0 ∧
      (∀ u, HasDerivAt F (u ^ 2 / ((a ^ 2 + u ^ 2) * (b ^ 2 + u ^ 2))) u) ∧
      Tendsto F atTop (𝓝 (π / (2 * (a + b)))) := by
    by_cases hab : a = b
    · subst hab
      refine ⟨fun u => (arctan (u / a) / a - u / (a ^ 2 + u ^ 2)) / 2, by simp, fun u => ?_, ?_⟩
      · have hn : a ^ 2 + u ^ 2 ≠ 0 := by positivity
        have hs : HasDerivAt (fun v : ℝ => a ^ 2 + v ^ 2) (2 * u) u := by
          simpa using (hasDerivAt_pow 2 u).const_add (a ^ 2)
        refine ((((hasDerivAt_arctan_div ha u).div_const a).fun_sub
          ((hasDerivAt_id' u).fun_div hs hn)).div_const 2).congr_deriv ?_
        field_simp
        ring
      · have hz : Tendsto (fun u : ℝ => u / (a ^ 2 + u ^ 2)) atTop (𝓝 0) := by
          refine squeeze_zero' ?_ ?_ tendsto_inv_atTop_zero
          · filter_upwards [eventually_gt_atTop 0] with u hu
            positivity
          · filter_upwards [eventually_gt_atTop 0] with u hu
            rw [inv_eq_one_div, div_le_div_iff₀ (by positivity) hu]
            nlinarith [sq_nonneg a]
        convert (((lim a ha).div_const a).sub hz).div_const 2 using 2
        field_simp
        ring
    · have hs : a - b ≠ 0 := sub_ne_zero.2 hab
      have hp : a + b ≠ 0 := by positivity
      refine ⟨fun u => (a * arctan (u / a) - b * arctan (u / b)) / ((a - b) * (a + b)),
        by simp, fun u => ?_, ?_⟩
      · have h1 : a ^ 2 + u ^ 2 ≠ 0 := by positivity
        have h2 : b ^ 2 + u ^ 2 ≠ 0 := by positivity
        refine ((((hasDerivAt_arctan_div ha u).const_mul a).fun_sub
          ((hasDerivAt_arctan_div hb u).const_mul b)).div_const _).congr_deriv ?_
        field_simp
        ring
      · convert (((lim a ha).const_mul a).sub ((lim b hb).const_mul b)).div_const
          ((a - b) * (a + b)) using 2
        field_simp
  have hi := integrableOn_Ioi_deriv_of_nonneg' (a := 0) (fun u _ => hd u)
    (fun u _ => by positivity) hl
  have hv := integral_Ioi_of_hasDerivAt_of_nonneg' (a := 0) (fun u _ => hd u)
    (fun u _ => by positivity) hl
  have he : momentDensity αA αB a b c = fun u => αA * αB * a ^ 2 * b ^ 2 / (π * c ^ 2) *
      (u ^ 2 / ((a ^ 2 + u ^ 2) * (b ^ 2 + u ^ 2))) := by
    funext u
    have h1 : a ^ 2 + u ^ 2 ≠ 0 := by positivity
    have h2 : b ^ 2 + u ^ 2 ≠ 0 := by positivity
    unfold momentDensity pol
    field_simp
  rw [he]
  refine ⟨Integrable.const_mul hi _, ?_⟩
  rw [integral_const_mul, hv, h0]
  field_simp
  try ring
```

For \(a\ne b\), partial fractions give the antiderivative

\[
F(u)=\frac{a\arctan(u/a)-b\arctan(u/b)}{a^2-b^2}
\]

of \(u^2/((a^2+u^2)(b^2+u^2))\). For \(a=b\) it is \(F(u)=\frac12\left[\frac1a\arctan\frac ua-\frac{u}{a^2+u^2}\right]\). In both cases \(F(0)=0\) and \(F(u)\to\pi/(2(a+b))\). Multiplying by \(\alpha_A\alpha_Ba^2b^2/(\pi c^2)\) gives

\[
\int_0^\infty M\,du=\frac{\alpha_A\alpha_Ba^2b^2}{2c^2(a+b)}.
\]

The bound turns on a pair of Mathlib theorems used here. Given an antiderivative with a finite limit at infinity and a nonnegative derivative, `integrableOn_Ioi_deriv_of_nonneg'` yields integrability and `integral_Ioi_of_hasDerivAt_of_nonneg'` yields the value. No separate tail estimate is needed. Integrability matters because Lean assigns the value 0 to the integral of a non-integrable function.

```lean
/-- The product of the polarisabilities is integrable over positive imaginary frequencies,
both bare and weighted by the retardation kernel. -/
theorem integrable_pol_mul (hA : 0 < αA) (hB : 0 < αB) (ha : 0 < a) (hb : 0 < b)
    (hc : 0 < c) (hR : 0 < R) :
    IntegrableOn (fun u => pol αA a u * pol αB b u) (Ioi 0) ∧
    IntegrableOn (fun u => pol αA a u * pol αB b u * kernel (u * R / c)) (Ioi 0) := by
  have cont : ∀ α d : ℝ, 0 < d → Continuous (pol α d) := fun α d hd =>
    continuous_const.div (by fun_prop) (fun u => by positivity)
  have hcD := (cont αA a ha).mul (cont αB b hb)
  have hl := integrableOn_Ioi_deriv_of_nonneg' (a := 0) (fun u _ => hasDerivAt_arctan_div ha u)
    (fun u _ => by positivity) ((Real.tendsto_arctan_atTop.mono_right nhdsWithin_le_nhds).comp
      (tendsto_id.atTop_div_const ha))
  have hD : IntegrableOn (fun u => pol αA a u * pol αB b u) (Ioi 0) := by
    refine Integrable.mono' (Integrable.const_mul hl (αA * a * αB)) hcD.aestronglyMeasurable
      (Eventually.of_forall fun u => ?_)
    have hle : pol αB b u ≤ αB := by
      unfold pol
      rw [div_le_iff₀ (by positivity)]
      nlinarith [mul_nonneg hB.le (sq_nonneg u)]
    have h1 : 0 ≤ pol αA a u := by unfold pol; positivity
    have h2 : 0 ≤ pol αB b u := by unfold pol; positivity
    rw [Real.norm_of_nonneg (mul_nonneg h1 h2)]
    calc _ ≤ pol αA a u * αB := mul_le_mul_of_nonneg_left hle h1
      _ = _ := by unfold pol; ring
  refine ⟨hD, Integrable.mono' (Integrable.const_mul hD 3) ?_ ?_⟩
  · have hk : Continuous (fun u : ℝ => kernel (u * R / c)) := by unfold kernel; fun_prop
    exact (hcD.mul hk).aestronglyMeasurable
  · refine ae_restrict_of_forall_mem measurableSet_Ioi fun u hu => ?_
    have hu' : 0 < u := hu
    have hx : 0 ≤ u * R / c := by positivity
    have hk := (kernel_deficit_bounds hx).1
    have h0 : 0 ≤ kernel (u * R / c) := by unfold kernel; positivity
    have h1 : 0 ≤ pol αA a u * pol αB b u := by unfold pol; positivity
    rw [Real.norm_of_nonneg (mul_nonneg h1 h0)]
    nlinarith [mul_nonneg h1 hk]
```

Since \(B\le\alpha_B\), the product \(AB\) is at most \(\alpha_A a\,\alpha_B\) times the Lorentzian \(a/(a^2+u^2)\), which is integrable. Since \(0\le g\le3\), \(AB\,g\) is integrable too. `Integrable.mono'` carries out both comparisons.

```lean
/-- The density of the shift is integrable, and the retardation shift is the Casimir-Polder
energy minus the London energy. -/
theorem retardationShift_eq (hA : 0 < αA) (hB : 0 < αB) (ha : 0 < a) (hb : 0 < b)
    (hc : 0 < c) (hR : 0 < R) :
    IntegrableOn (shiftDensity αA αB a b c R) (Ioi 0) ∧
    retardationShift αA αB a b c R =
      casimirPolderEnergy αA αB a b c R - londonEnergy αA αB a b R := by
  obtain ⟨hD, hK⟩ := integrable_pol_mul hA hB ha hb hc hR
  have he : shiftDensity αA αB a b c R = fun u => (3 * (pol αA a u * pol αB b u) -
      pol αA a u * pol αB b u * kernel (u * R / c)) / (π * R ^ 6) := by
    funext u
    unfold shiftDensity
    ring
  refine ⟨?_, ?_⟩
  · rw [he]
    exact (Integrable.sub (Integrable.const_mul hD 3) hK).div_const _
  · unfold retardationShift casimirPolderEnergy londonEnergy
    rw [he, integral_div, integral_sub (Integrable.const_mul hD 3) hK, integral_const_mul]
    ring
```

With both integrals finite, linearity gives \(\Delta=E_{\mathrm{CP}}-E_{\mathrm{London}}\), the difference of the two energies defined above.

```lean
/-- At each frequency the density of the shift is nonnegative and at most the moment density
over `R⁴`, which it reaches up to a relative error of `(4/3) u R / c`. -/
theorem shiftDensity_bounds (hA : 0 < αA) (hB : 0 < αB) (ha : 0 < a) (hb : 0 < b)
    (hc : 0 < c) (hR : 0 < R) {u : ℝ} (hu : 0 < u) :
    0 ≤ shiftDensity αA αB a b c R u ∧
    momentDensity αA αB a b c u / R ^ 4 * (1 - 4 / 3 * (u * R / c)) ≤
      shiftDensity αA αB a b c R u ∧
    shiftDensity αA αB a b c R u ≤ momentDensity αA αB a b c u / R ^ 4 := by
  obtain ⟨k0, k1, k2⟩ := kernel_deficit_bounds (show 0 ≤ u * R / c by positivity)
  have hw : 0 ≤ pol αA a u * pol αB b u / (π * R ^ 6) := by unfold pol; positivity
  have hm : momentDensity αA αB a b c u / R ^ 4 =
      pol αA a u * pol αB b u / (π * R ^ 6) * (u * R / c) ^ 2 := by
    unfold momentDensity
    field_simp
  have hs : shiftDensity αA αB a b c R u =
      pol αA a u * pol αB b u / (π * R ^ 6) * (3 - kernel (u * R / c)) := by
    unfold shiftDensity
    ring
  rw [hm, hs]
  refine ⟨mul_nonneg hw k0, ?_, mul_le_mul_of_nonneg_left k2 hw⟩
  calc _ = pol αA a u * pol αB b u / (π * R ^ 6) *
        ((u * R / c) ^ 2 - 4 / 3 * (u * R / c) ^ 3) := by ring
    _ ≤ _ := mul_le_mul_of_nonneg_left k1 hw
```

Inserting \(x=uR/c\) into the kernel bounds and multiplying by \(AB/(\pi R^6)\ge0\) gives \(s_R(u)\ge0\) and

\[
\frac{M(u)}{R^4}\left(1-\frac{4uR}{3c}\right)\le s_R(u)\le\frac{M(u)}{R^4}.
\]

```lean
/-- The retardation shift of two single-pole atoms lies between zero and
`αA αB a² b² / (2 c² (a + b) R⁴)` at every distance. -/
theorem retardationShift_bounds (hA : 0 < αA) (hB : 0 < αB) (ha : 0 < a) (hb : 0 < b)
    (hc : 0 < c) (hR : 0 < R) :
    0 ≤ retardationShift αA αB a b c R ∧
    retardationShift αA αB a b c R ≤
      αA * αB * a ^ 2 * b ^ 2 / (2 * c ^ 2 * (a + b) * R ^ 4) := by
  obtain ⟨hi, hv⟩ := momentDensity_integral (αA := αA) (αB := αB) ha hb hc
  refine ⟨setIntegral_nonneg measurableSet_Ioi fun u hu =>
    (shiftDensity_bounds hA hB ha hb hc hR hu).1, ?_⟩
  calc retardationShift αA αB a b c R
      ≤ ∫ u in Ioi (0 : ℝ), momentDensity αA αB a b c u / R ^ 4 :=
        setIntegral_mono_on (retardationShift_eq hA hB ha hb hc hR).1
          (Integrable.div_const hi _) measurableSet_Ioi
          fun u hu => (shiftDensity_bounds hA hB ha hb hc hR hu).2.2
    _ = _ := by rw [integral_div, hv, div_div]
```

Integrating \(0\le s_R\le M/R^4\) proves the stated bound; `setIntegral_mono_on` is this monotonicity of the integral. The theorem holds for every \(R>0\), and its lower bound says that retardation never lowers the energy. At large \(R\) the upper bound is loose: the Casimir-Polder energy is not positive, so \(\Delta(R)\) is at most the magnitude of the London energy, which falls as \(R^{-6}\).

```lean
/-- As the distance tends to zero, `R⁴` times the retardation shift tends to
`αA αB a² b² / (2 c² (a + b))`. -/
theorem retardationShift_short_range (hA : 0 < αA) (hB : 0 < αB) (ha : 0 < a) (hb : 0 < b)
    (hc : 0 < c) :
    Tendsto (fun R => R ^ 4 * retardationShift αA αB a b c R) (𝓝[>] 0)
      (𝓝 (αA * αB * a ^ 2 * b ^ 2 / (2 * c ^ 2 * (a + b)))) := by
  obtain ⟨hi, hv⟩ := momentDensity_integral (αA := αA) (αB := αB) ha hb hc
  have hf : (fun R => R ^ 4 * retardationShift αA αB a b c R) =
      fun R => ∫ u in Ioi (0 : ℝ), R ^ 4 * shiftDensity αA αB a b c R u := by
    funext R
    rw [retardationShift, integral_const_mul]
  rw [hf, ← hv]
  -- dominated convergence, with the moment density as majorant and as limit
  refine tendsto_integral_filter_of_dominated_convergence (momentDensity αA αB a b c)
    ?_ ?_ hi ?_
  · filter_upwards [self_mem_nhdsWithin] with R hR
    exact (Integrable.const_mul (retardationShift_eq hA hB ha hb hc
      (mem_Ioi.1 hR)).1 _).aestronglyMeasurable
  · filter_upwards [self_mem_nhdsWithin] with R hR
    have hR' : 0 < R := hR
    refine ae_restrict_of_forall_mem measurableSet_Ioi fun u hu => ?_
    obtain ⟨h0, _, h2⟩ := shiftDensity_bounds hA hB ha hb hc hR' hu
    rw [Real.norm_of_nonneg (mul_nonneg (by positivity) h0)]
    exact (le_div_iff₀' (by positivity)).1 h2
  · refine ae_restrict_of_forall_mem measurableSet_Ioi fun u hu => ?_
    have hq : ∀ q : ℝ, Tendsto (fun R : ℝ => q * (1 - 4 / 3 * (u * R / c))) (𝓝[>] 0) (𝓝 q) := by
      intro q
      have hcont : Continuous (fun R : ℝ => q * (1 - 4 / 3 * (u * R / c))) := by fun_prop
      have h := (hcont.tendsto 0).mono_left (nhdsWithin_le_nhds (s := Ioi 0))
      simpa using h
    refine tendsto_of_tendsto_of_tendsto_of_le_of_le' (hq _) tendsto_const_nhds ?_ ?_
    · filter_upwards [self_mem_nhdsWithin] with R hR
      have hR' : 0 < R := hR
      have h1 := (shiftDensity_bounds hA hB ha hb hc hR' hu).2.1
      calc _ = R ^ 4 * (momentDensity αA αB a b c u / R ^ 4 * (1 - 4 / 3 * (u * R / c))) := by
            rw [← mul_assoc, mul_div_cancel₀ _ (by positivity)]
        _ ≤ _ := mul_le_mul_of_nonneg_left h1 (by positivity)
    · filter_upwards [self_mem_nhdsWithin] with R hR
      have hR' : 0 < R := hR
      exact (le_div_iff₀' (by positivity)).1 (shiftDensity_bounds hA hB ha hb hc hR' hu).2.2

end

end CasimirPolderShortRange
```

`𝓝[>] 0` means that \(R\) approaches zero from above. The lower bound on \(s_R\) can't simply be integrated, because \(u\,M(u)\) falls off only as \(1/u\). Instead, at each fixed \(u\) the two bounds squeeze \(R^4s_R(u)\) to \(M(u)\), while \(M\) dominates it for all \(R>0\). Dominated convergence then moves the limit inside the integral. This is a limit of the model formula: real atoms overlap at small \(R\), and the multipole description fails.

The polarisabilities could also have been modelled as arbitrary nonnegative measurable functions, with \(AB\) and \(u^2AB\) assumed integrable. The same argument would then give the upper bound \(\frac{1}{\pi c^2R^4}\int_0^\infty u^2AB\,du\). That would admit several excitations per atom, at the price of an extra hypothesis and with the coefficient left as an integral. For finite sums of poles, the coefficient of \(R^{-4}\) in this bound is the sum of the single-pole coefficients over all pairs with one pole from each atom.

```lean
#print axioms CasimirPolderShortRange.retardationShift_bounds
-- 'CasimirPolderShortRange.retardationShift_bounds' depends on axioms: [propext, Classical.choice, Quot.sound]
#print axioms CasimirPolderShortRange.retardationShift_short_range
-- 'CasimirPolderShortRange.retardationShift_short_range' depends on axioms: [propext, Classical.choice, Quot.sound]
```
